# Transverse operators and one product coupling generate the traceless matrices of two spins 1/2

For two coupled spins 1/2, each driven by its own transverse field with independently adjustable $x$ and $y$ components, the operators that pulses and delays can bring into play are modelled here as a complex subspace: the smallest one that contains the driving and coupling terms and is closed under commutators. Commutators enter because equally short evolutions under the Hamiltonians $A$, $B$, $-A$ and $-B$ in turn produce, to leading order, a net evolution generated by the commutator of $A$ and $B$.

For such a pair, isolated from its surroundings, the algebra excludes no two-qubit gate, up to a global phase, if this space contains all traceless matrices. Without a coupling it contains only sums of one-spin operators, which can neither transfer coherence from one spin to the other nor produce an entangling gate. The step from the generated space to actual propagators needs a controllability theorem for the unitary group, which is not proved here. Complex coefficients are allowed throughout, whereas a physical Hamiltonian has real ones.

```lean
import Mathlib

open Matrix
open scoped Kronecker

namespace TwoSpinControl

noncomputable section
```

One-spin operators are $2\times2$ matrices. Two-spin operators have rows and columns labelled by pairs, one index per spin.

```lean
/-- Complex matrices acting on one spin 1/2. -/
abbrev Spin := Matrix (Fin 2) (Fin 2) ℂ

/-- Complex matrices acting on two spins 1/2. -/
abbrev TwoSpin := Matrix (Fin 2 × Fin 2) (Fin 2 × Fin 2) ℂ
```

Write $s_0,s_1,s_2$ for $I_x,I_y,I_z$ with $\hbar=1$, factor $1/2$ included; these are `spin 0`, `spin 1`, `spin 2`. Then `spin1 a` is $s_a\otimes\mathbb 1$ and `spin2 a` is $\mathbb 1\otimes s_a$, where $\mathbb 1$ is the identity. Axis labels are added modulo 3.

```lean
/-- The spin-1/2 matrices Ix, Iy, Iz, numbered 0, 1, 2. -/
def spin : Fin 3 → Spin :=
  ![!![0, 1/2; 1/2, 0], !![0, -Complex.I/2; Complex.I/2, 0], !![1/2, 0; 0, -1/2]]

/-- The component `a` of the first spin. -/
def spin1 (a : Fin 3) : TwoSpin := spin a ⊗ₖ (1 : Spin)

/-- The component `a` of the second spin. -/
def spin2 (a : Fin 3) : TwoSpin := (1 : Spin) ⊗ₖ spin a

/-- The transverse operators I1x, I1y, I2x, I2y. -/
def transverse : Set TwoSpin := {spin1 0, spin1 1, spin2 0, spin2 1}
```

`Closed` means closed under commutators, not topologically closed. `Generates S V` says that $V$ contains $S$, is closed in this sense, and lies inside every other subspace with these two properties.

```lean
/-- The subspace `V` is closed under commutators. -/
def Closed (V : Submodule ℂ TwoSpin) : Prop := ∀ x ∈ V, ∀ y ∈ V, x * y - y * x ∈ V

/-- `V` is the smallest complex subspace that contains `S` and is closed under commutators. -/
def Generates (S : Set TwoSpin) (V : Submodule ℂ TwoSpin) : Prop :=
  IsLeast {W : Submodule ℂ TwoSpin | S ⊆ (W : Set TwoSpin) ∧ Closed W} V
```

For $u\in\mathbb C^3$ put $s(u)=\sum_a u_a s_a$, which is `spinAlong u`. The linear map `field` sends a pair $(u,v)$ to $s(u)\otimes\mathbb 1+\mathbb 1\otimes s(v)$. Despite its name, its value is an operator, and its coefficients may be complex.

```lean
/-- The combination u₀ Ix + u₁ Iy + u₂ Iz for one spin. -/
def spinAlong (u : Fin 3 → ℂ) : Spin := ∑ a, u a • spin a

/-- The sum of a combination `p.1` of components of spin 1 and `p.2` of spin 2. -/
def field : (Fin 3 → ℂ) × (Fin 3 → ℂ) →ₗ[ℂ] TwoSpin where
  toFun p := spinAlong p.1 ⊗ₖ (1 : Spin) + (1 : Spin) ⊗ₖ spinAlong p.2
  map_add' p q := by
    ext i j
    simp [spinAlong, Fin.sum_univ_three, kroneckerMap_apply]
    ring
  map_smul' c p := by
    ext i j
    simp [spinAlong, Fin.sum_univ_three, kroneckerMap_apply]
    ring
```

The last definition is the kernel of the trace.

```lean
/-- The traceless two-spin matrices. -/
def traceless : Submodule ℂ TwoSpin := LinearMap.ker (traceLinearMap (Fin 2 × Fin 2) ℂ ℂ)
```

## (a) Commutators with a one-spin operator

For $2\times2$ matrices $A,B,C$, show that

$$[B\otimes C,\,A\otimes\mathbb 1]=[B,A]\otimes C,\qquad [B\otimes C,\,\mathbb 1\otimes A]=B\otimes[C,A].$$

**Solution.** Kronecker products multiply factor by factor, so $(B\otimes C)(A\otimes\mathbb 1)=BA\otimes C$ and $(A\otimes\mathbb 1)(B\otimes C)=AB\otimes C$. Subtracting gives the first identity. For the second, the products are $B\otimes CA$ and $B\otimes AC$.

In Lean, `mul_kronecker_mul` merges the factors and `ring` compares the entries.

```lean
/-- The commutator with an operator of one spin acts on the factor of that spin only. -/
theorem comm_kronecker (A B C : Spin) :
    (B ⊗ₖ C) * (A ⊗ₖ (1 : Spin)) - (A ⊗ₖ (1 : Spin)) * (B ⊗ₖ C) = (B * A - A * B) ⊗ₖ C ∧
    (B ⊗ₖ C) * ((1 : Spin) ⊗ₖ A) - ((1 : Spin) ⊗ₖ A) * (B ⊗ₖ C) = B ⊗ₖ (C * A - A * C) := by
  simp only [← mul_kronecker_mul, one_mul, mul_one]
  constructor <;> ext i j <;> simp only [Matrix.sub_apply, kroneckerMap_apply] <;> ring
```

## (b) Commutators and the cross product

For $u,v\in\mathbb C^3$, show that

$$[s(u),s(v)]=s(i\,u\times v).$$

**Solution.** Explicitly,

$$s(u)=\tfrac12\begin{pmatrix}u_2&u_0-iu_1\\u_0+iu_1&-u_2\end{pmatrix}.$$

Let $w=u\times v$. The upper left entry of the commutator is

$$\tfrac14\big[(u_0-iu_1)(v_0+iv_1)-(v_0-iv_1)(u_0+iu_1)\big]=\tfrac i2(u_0v_1-u_1v_0)=\tfrac i2w_2,$$

and the lower right entry is its negative, because a commutator has trace zero. The upper right entry is

$$\tfrac12\big[u_2(v_0-iv_1)-v_2(u_0-iu_1)\big]=\tfrac12(iw_0+w_1),$$

and the lower left is $\tfrac12\big[v_2(u_0+iu_1)-u_2(v_0+iv_1)\big]=\tfrac12(iw_0-w_1)$. These are the entries of $s(iw)$.

The proof splits into the same four entries; `grind` finishes each with $i^2=-1$.

```lean
/-- The commutator of two spin combinations is i times the combination along the
cross product of their coefficient vectors. -/
theorem spinAlong_comm (u v : Fin 3 → ℂ) :
    spinAlong u * spinAlong v - spinAlong v * spinAlong u
      = spinAlong (Complex.I • crossProduct u v) := by
  have hI := Complex.I_mul_I
  ext i j
  fin_cases i <;> fin_cases j <;>
    simp [spinAlong, spin, Fin.sum_univ_succ, cross_apply] <;> grind
```

## (c) The cyclic relations

Show that, for every axis $a$,

$$[s_a,s_{a+1}]=i\,s_{a+2}.$$

**Solution.** Insert the unit vectors $u=e_a$ and $v=e_{a+1}$ in (b) and use $e_a\times e_{a+1}=e_{a+2}$. Lean instead checks the entries for each of the three axes.

```lean
/-- [Ix, Iy] = i Iz and its cyclic permutations. -/
theorem cyclic_comm (a : Fin 3) :
    spin a * spin (a + 1) - spin (a + 1) * spin a = Complex.I • spin (a + 2) := by
  have hI := Complex.I_mul_I
  ext i j
  fin_cases a <;> fin_cases i <;> fin_cases j <;>
    simp [spin] <;> grind
```

## (d) The missing longitudinal components

Let $V$ be closed under commutators and contain the four transverse operators. Show that

$$s_a\otimes\mathbb 1\in V,\qquad \mathbb 1\otimes s_a\in V\qquad(a=0,1,2).$$

**Solution.** Only $a=2$ is new. By (a) and (c),

$$[s_0\otimes\mathbb 1,\,s_1\otimes\mathbb 1]=[s_0,s_1]\otimes\mathbb 1=i\,s_2\otimes\mathbb 1.$$

The left side lies in $V$; division by $i$ gives $s_2\otimes\mathbb 1\in V$. The second spin works the same way. The division is the step `V.smul_mem_iff Complex.I_ne_zero`.

```lean
/-- A subspace closed under commutators that contains the transverse operators contains
all three components of each spin. -/
theorem all_axes {V : Submodule ℂ TwoSpin} (hV : Closed V)
    (h : transverse ⊆ (V : Set TwoSpin)) (a : Fin 3) : spin1 a ∈ V ∧ spin2 a ∈ V := by
  have x1 : spin1 0 ∈ V := h (by simp [transverse])
  have y1 : spin1 1 ∈ V := h (by simp [transverse])
  have x2 : spin2 0 ∈ V := h (by simp [transverse])
  have y2 : spin2 1 ∈ V := h (by simp [transverse])
  have c : spin 0 * spin 1 - spin 1 * spin 0 = Complex.I • spin 2 := cyclic_comm 0
  have z1 := hV _ x1 _ y1
  rw [spin1, spin1, (comm_kronecker _ _ _).1, c, smul_kronecker,
    V.smul_mem_iff Complex.I_ne_zero] at z1
  have z2 := hV _ x2 _ y2
  rw [spin2, spin2, (comm_kronecker _ _ _).2, c, kronecker_smul,
    V.smul_mem_iff Complex.I_ne_zero] at z2
  fin_cases a
  exacts [⟨x1, x2⟩, ⟨y1, y2⟩, ⟨z1, z2⟩]
```

## (e) From one product to nine

Suppose that $V$ in (d) also contains $s_a\otimes s_b$ for one pair $a,b$. Show that

$$s_c\otimes s_d\in V\qquad\text{for all }c,d.$$

**Solution.** By (d), $s_{a+1}\otimes\mathbb 1$ is available, and (a) and (c) give

$$[s_a\otimes s_b,\,s_{a+1}\otimes\mathbb 1]=i\,s_{a+2}\otimes s_b.$$

So the first label can be raised by 2. Two such steps visit $a$, $a+2$ and $a+4=a+1$, which are all the axes. Commutators with $\mathbb 1\otimes s_{b+1}$ do the same for the second label. Starting from $I_{1z}I_{2z}$, the first factor runs through $z,y,x$.

The local facts `s1` and `s2` are the two moves, and `cov` says that two moves suffice.

```lean
/-- If a subspace closed under commutators contains the transverse operators and one product of a
component of spin 1 and a component of spin 2, it contains all nine. -/
theorem all_products {V : Submodule ℂ TwoSpin} (hV : Closed V)
    (h : transverse ⊆ (V : Set TwoSpin)) {a b : Fin 3} (hab : spin a ⊗ₖ spin b ∈ V)
    (c d : Fin 3) : spin c ⊗ₖ spin d ∈ V := by
  have s1 (a b : Fin 3) (k : spin a ⊗ₖ spin b ∈ V) : spin (a + 2) ⊗ₖ spin b ∈ V := by
    have := hV _ k _ (all_axes hV h (a + 1)).1
    rwa [spin1, (comm_kronecker _ _ _).1, cyclic_comm, smul_kronecker,
      V.smul_mem_iff Complex.I_ne_zero] at this
  have s2 (a b : Fin 3) (k : spin a ⊗ₖ spin b ∈ V) : spin a ⊗ₖ spin (b + 2) ∈ V := by
    have := hV _ k _ (all_axes hV h (b + 1)).2
    rwa [spin2, (comm_kronecker _ _ _).2, cyclic_comm, kronecker_smul,
      V.smul_mem_iff Complex.I_ne_zero] at this
  -- two such steps reach every axis
  have cov : ∀ a c : Fin 3, c = a ∨ c = a + 2 ∨ c = a + 2 + 2 := by decide
  have r : spin c ⊗ₖ spin b ∈ V := by
    rcases cov a c with e | e | e <;> rw [e]
    exacts [hab, s1 _ _ hab, s1 _ _ (s1 _ _ hab)]
  rcases cov b d with e | e | e <;> rw [e]
  exacts [r, s2 _ _ r, s2 _ _ (s2 _ _ r)]
```

## (f) Sixteen operators that span everything

Let a subspace $M$ contain the identity, the six one-spin components and the nine products. Show that

$$M=\{\text{all two-spin matrices}\}.$$

**Solution.** Every $2\times2$ matrix satisfies

$$A=\tfrac{A_{00}+A_{11}}2\mathbb 1+(A_{01}+A_{10})s_0+i(A_{01}-A_{10})s_1+(A_{00}-A_{11})s_2.$$

Expanding both factors of $A\otimes B$ in this way leaves only the sixteen given operators, so $A\otimes B\in M$. A general matrix is a sum over its blocks,

$$X=\sum_{i,j}E_{ij}\otimes X^{(ij)},\qquad X^{(ij)}_{kl}=X_{(i,k),(j,l)},$$

where $i$ is now an index, not the imaginary unit, and $E_{ij}$ has a single entry 1 at position $(i,j)$. Hence $X\in M$.

In Lean, `ex` is the expansion, `left` and `prod` apply it to the two factors, and `e` is the block sum. Despite the name `product_basis`, the statement concerns spanning only.

```lean
/-- The identity, the six spin components and their nine products span all two-spin
matrices. -/
theorem product_basis (M : Submodule ℂ TwoSpin) (h1 : (1 : TwoSpin) ∈ M)
    (hs : ∀ a, spin1 a ∈ M ∧ spin2 a ∈ M) (hp : ∀ a b, spin a ⊗ₖ spin b ∈ M) : M = ⊤ := by
  have ex (A : Spin) : A = ((A 0 0 + A 1 1) / 2) • (1 : Spin) + (A 0 1 + A 1 0) • spin 0
      + (Complex.I * (A 0 1 - A 1 0)) • spin 1 + (A 0 0 - A 1 1) • spin 2 := by
    have hI := Complex.I_mul_I
    ext i j
    fin_cases i <;> fin_cases j <;> simp [spin] <;> grind
  have left (P : Spin) (k : (1 : Spin) ⊗ₖ P ∈ M) (l : ∀ c, spin c ⊗ₖ P ∈ M) (A : Spin) :
      A ⊗ₖ P ∈ M := by
    rw [ex A]
    simp only [add_kronecker, smul_kronecker]
    exact add_mem (add_mem (add_mem (M.smul_mem _ k) (M.smul_mem _ (l 0)))
      (M.smul_mem _ (l 1))) (M.smul_mem _ (l 2))
  have prod (A B : Spin) : A ⊗ₖ B ∈ M := by
    have k := left 1 (by rwa [one_kronecker_one]) (fun c => (hs c).1) A
    have l (d : Fin 3) := left (spin d) (hs d).2 (fun c => hp c d) A
    rw [ex B]
    simp only [kronecker_add, kronecker_smul]
    exact add_mem (add_mem (add_mem (M.smul_mem _ k) (M.smul_mem _ (l 0)))
      (M.smul_mem _ (l 1))) (M.smul_mem _ (l 2))
  refine eq_top_iff.2 fun X _ => ?_
  -- cut the matrix into 2x2 blocks
  have e : X = ∑ i, ∑ j, single i j (1 : ℂ) ⊗ₖ
      X.submatrix (fun k : Fin 2 => (i, k)) (fun l : Fin 2 => (j, l)) := by
    ext ⟨i, k⟩ ⟨j, l⟩
    fin_cases i <;> fin_cases j <;> simp [Fin.sum_univ_two, kroneckerMap_apply]
  rw [e]
  exact sum_mem fun i _ => sum_mem fun j _ => prod _ _
```

## (g) Fields without a coupling

Show that the transverse operators alone generate

$$L=\{s(u)\otimes\mathbb 1+\mathbb 1\otimes s(v):u,v\in\mathbb C^3\},\qquad\dim L=6.$$

**Solution.** $L$ contains the generators. Operators of different spins commute, so by (b) the commutator of the elements given by $(u,v)$ and $(u',v')$ is

$$s(i\,u\times u')\otimes\mathbb 1+\mathbb 1\otimes s(i\,v\times v')\in L.$$

By (d), any competing subspace contains all six components, hence $L$.

For the dimension, suppose that the element given by $(u,v)$ vanishes. Its off-diagonal entries give $u_0\pm iu_1=0$ and $v_0\pm iv_1=0$; two diagonal entries give $u_2+v_2=0$ and $u_2-v_2=0$. All six coefficients are zero, so the parametrisation is injective.

The four bullets of the proof treat containment, closure, minimality and dimension in this order.

```lean
/-- The transverse operators alone generate the sums of one-spin operators, a space of
dimension 6. -/
theorem transverse_only : Generates transverse (LinearMap.range field) ∧
    Module.finrank ℂ (LinearMap.range field) = 6 := by
  refine ⟨⟨⟨?_, ?_⟩, ?_⟩, ?_⟩
  · have f1 (a : Fin 3) : spin1 a ∈ LinearMap.range field :=
      ⟨(Pi.single a 1, 0), by simp [field, spinAlong, spin1, Pi.single_apply]⟩
    have f2 (a : Fin 3) : spin2 a ∈ LinearMap.range field :=
      ⟨(0, Pi.single a 1), by simp [field, spinAlong, spin2, Pi.single_apply]⟩
    rintro _ (rfl | rfl | rfl | rfl)
    exacts [f1 0, f1 1, f2 0, f2 1]
  · rintro _ ⟨p, rfl⟩ _ ⟨q, rfl⟩
    refine ⟨(Complex.I • crossProduct p.1 q.1, Complex.I • crossProduct p.2 q.2), ?_⟩
    -- operators of different spins commute
    have k (a b c d : Spin) : (a * c - c * a) ⊗ₖ (1 : Spin) + (1 : Spin) ⊗ₖ (b * d - d * b)
        = (a ⊗ₖ (1 : Spin) + (1 : Spin) ⊗ₖ b) * (c ⊗ₖ (1 : Spin) + (1 : Spin) ⊗ₖ d)
        - (c ⊗ₖ (1 : Spin) + (1 : Spin) ⊗ₖ d) * (a ⊗ₖ (1 : Spin) + (1 : Spin) ⊗ₖ b) := by
      simp only [add_mul, mul_add, ← mul_kronecker_mul, one_mul, mul_one]
      ext i j
      simp only [Matrix.sub_apply, Matrix.add_apply, kroneckerMap_apply]
      ring
    simp only [field, LinearMap.coe_mk, AddHom.coe_mk, ← spinAlong_comm]
    exact k _ _ _ _
  · rintro V ⟨hs, hV⟩ _ ⟨p, rfl⟩
    have m := all_axes hV hs
    have e : field p = ∑ a, (p.1 a • spin1 a + p.2 a • spin2 a) := by
      ext i j
      simp [field, spinAlong, spin1, spin2, Fin.sum_univ_three, kroneckerMap_apply]
      ring
    rw [e]
    exact sum_mem fun a _ => add_mem (V.smul_mem _ (m a).1) (V.smul_mem _ (m a).2)
  · -- the six coefficients can be read off from the matrix entries
    have inj : Function.Injective field := by
      rw [injective_iff_map_eq_zero]
      rintro ⟨u, v⟩ h
      have hI := Complex.I_mul_I
      have e (i j) := congrFun (congrFun h i) j
      have a1 := e (0, 0) (1, 0)
      have a2 := e (1, 0) (0, 0)
      have b1 := e (0, 0) (0, 1)
      have b2 := e (0, 1) (0, 0)
      have c1 := e (0, 0) (0, 0)
      have c2 := e (0, 1) (0, 1)
      clear e h
      simp [field, spinAlong, Fin.sum_univ_three, kroneckerMap_apply, spin] at a1 a2 b1 b2 c1 c2
      have hu : u 0 = 0 ∧ u 1 = 0 ∧ u 2 = 0 := by refine ⟨?_, ?_, ?_⟩ <;> grind
      have hv : v 0 = 0 ∧ v 1 = 0 ∧ v 2 = 0 := by refine ⟨?_, ?_, ?_⟩ <;> grind
      ext a <;> fin_cases a <;> simp [hu, hv]
    rw [LinearMap.finrank_range_of_inj inj]
    simp
```

## (h) Fields with one product coupling

Add $I_{1a}I_{2b}$ for any one pair of axes $a,b$; the case $a=b=2$ is $I_{1z}I_{2z}$. Show that the generated space is

$$T=\{X:\operatorname{tr}X=0\},\qquad\dim T=15.$$

A non-zero coupling constant only rescales this generator. Sums of several products, such as the isotropic coupling, are a different hypothesis and are not treated.

**Solution.** Since $\operatorname{tr}(A\otimes B)=\operatorname{tr}A\,\operatorname{tr}B$ and $\operatorname{tr}s_a=0$, all generators lie in $T$. Commutators have trace zero, so $T$ is closed.

Let $V$ be any closed subspace containing the generators, and put $W=V\cap T$. This is closed and contains them too, including $(s_a\otimes\mathbb 1)(\mathbb 1\otimes s_b)=s_a\otimes s_b$. By (d) and (e), $W$ contains the six components and the nine products, so by (f) $W+\mathbb C\mathbb 1$ is the whole matrix space. A traceless $X$ is therefore $y+r\mathbb 1$ with $y\in W$ and $r\in\mathbb C$. Taking the trace gives $0=4r$, hence $X=y\in V$, and $T\subseteq V$.

The trace maps the 16-dimensional matrix space onto $\mathbb C$, so its kernel has dimension $16-1=15$.

In Lean, `top` is the application of (f), `hr` is $r=0$, and the rank-nullity theorem gives the dimension. The name `universal_transfer` points to the application; the theorem itself is about the generated space.

```lean
/-- The transverse operators and any one product coupling I1a I2b, such as I1z I2z, generate
the traceless two-spin matrices, a space of dimension 15. -/
theorem universal_transfer (a b : Fin 3) :
    Generates (insert (spin1 a * spin2 b) transverse) traceless ∧
    Module.finrank ℂ traceless = 15 := by
  have t (a : Fin 3) : trace (spin a) = 0 := by
    fin_cases a <;> simp [spin, trace_fin_two]
    ring
  have hS : insert (spin1 a * spin2 b) transverse ⊆ (traceless : Set TwoSpin) := by
    have mt (x : TwoSpin) (hx : trace x = 0) : x ∈ traceless := hx
    rintro _ (rfl | rfl | rfl | rfl | rfl) <;> refine mt _ ?_ <;>
      simp [spin1, spin2, ← mul_kronecker_mul, trace_kronecker, t]
  have hC : Closed traceless := by
    intro x _ y _
    change trace (x * y - y * x) = 0
    rw [trace_sub, trace_mul_comm, sub_self]
  refine ⟨⟨⟨hS, hC⟩, ?_⟩, ?_⟩
  · rintro V ⟨hs, hV⟩ X hX
    -- work with the traceless part of V
    let W := V ⊓ traceless
    have hW : Closed W := fun x hx y hy => ⟨hV x hx.1 y hy.1, hC x hx.2 y hy.2⟩
    have ht : transverse ⊆ (W : Set TwoSpin) := fun x hx =>
      ⟨hs (Set.mem_insert_of_mem _ hx), hS (Set.mem_insert_of_mem _ hx)⟩
    have p : spin1 a * spin2 b ∈ W := ⟨hs (Set.mem_insert _ _), hS (Set.mem_insert _ _)⟩
    rw [spin1, spin2, ← mul_kronecker_mul, mul_one, one_mul] at p
    have top := product_basis (W ⊔ Submodule.span ℂ {1})
      (Submodule.mem_sup_right (Submodule.mem_span_singleton_self _))
      (fun c => ⟨Submodule.mem_sup_left (all_axes hW ht c).1,
        Submodule.mem_sup_left (all_axes hW ht c).2⟩)
      (fun c d => Submodule.mem_sup_left (all_products hW ht p c d))
    have hXM : X ∈ W ⊔ Submodule.span ℂ {1} := top ▸ Submodule.mem_top
    obtain ⟨y, hy, z, hz, rfl⟩ := Submodule.mem_sup.1 hXM
    obtain ⟨r, rfl⟩ := Submodule.mem_span_singleton.1 hz
    -- the trace condition removes the identity part
    have ty : trace y = 0 := hy.2
    have tX : trace (y + r • (1 : TwoSpin)) = 0 := hX
    have t1 : trace (r • (1 : TwoSpin)) = r * 4 := by
      rw [trace_smul, trace_one]
      norm_num
    rw [trace_add, ty, t1] at tX
    have hr : r = 0 := by linear_combination tX / 4
    rw [hr, zero_smul, add_zero]
    exact hy.1
  · have hT : Function.Surjective (traceLinearMap (Fin 2 × Fin 2) ℂ ℂ) := fun c =>
      ⟨single (0, 0) (0, 0) c, by
        simp [trace]⟩
    have h := LinearMap.finrank_range_add_finrank_ker (traceLinearMap (Fin 2 × Fin 2) ℂ ℂ)
    rw [LinearMap.range_eq_top.2 hT, finrank_top, Module.finrank_self,
      Module.finrank_matrix] at h
    simp only [Fintype.card_prod, Fintype.card_fin, Module.finrank_self] at h
    change Module.finrank ℂ (LinearMap.ker (traceLinearMap (Fin 2 × Fin 2) ℂ ℂ)) = 15
    omega

end

end TwoSpinControl
```

```lean
#print axioms TwoSpinControl.transverse_only
-- 'TwoSpinControl.transverse_only' depends on axioms: [propext, Classical.choice, Quot.sound]
#print axioms TwoSpinControl.universal_transfer
-- 'TwoSpinControl.universal_transfer' depends on axioms: [propext, Classical.choice, Quot.sound]
```
